# A lattice has only finitely many vectors up to a given length

The columns of an invertible real n × n matrix `A` are the cell vectors of a lattice, and each integer vector `m` gives the lattice vector `A m`. The declaration `finite_length_le` states that, for any real `r`, only finitely many `m` give a lattice vector of Euclidean length at most `r`. The proof uses the earlier bound that the square of each index is at most the matching diagonal entry of the inverse metric tensor times the squared length of the vector. It rounds the resulting bounds up to integers `K i`, so that each index lies between `-K i` and `K i`, and a box of this kind holds only finitely many integer vectors.

This version doesn't compile in Lean 4 with Mathlib:

```lean
import Mathlib

open Matrix

namespace ShortestLatticeVector

noncomputable section

variable {n : ℕ}

/-- The Euclidean length of a vector given by Cartesian components. -/
def vecLength (v : Fin n → ℝ) : ℝ := Real.sqrt (v ⬝ᵥ v)

/-- The lattice vector with integer indices `m`; the columns of `A` are the cell vectors. -/
def latticeVector (A : Matrix (Fin n) (Fin n) ℝ) (m : Fin n → ℤ) : Fin n → ℝ :=
  A *ᵥ (fun i => (m i : ℝ))

/-- The metric tensor, whose entries are the dot products of the cell vectors. -/
def metricTensor (A : Matrix (Fin n) (Fin n) ℝ) : Matrix (Fin n) (Fin n) ℝ := Aᵀ * A

/-- The squared length of a vector is its dot product with itself. -/
theorem vecLength_sq (v : Fin n → ℝ) : vecLength v ^ 2 = v ⬝ᵥ v :=
  Real.sq_sqrt (Finset.sum_nonneg fun i _ => mul_self_nonneg (v i))

/-- If the rows of `B` are the reciprocal basis vectors of the cell `A`, in the convention without
the factor `2π`, the diagonal entries of the inverse metric tensor are their squared lengths. -/
theorem inverse_metric_diag {A B : Matrix (Fin n) (Fin n) ℝ} (hB : B * A = 1) (i : Fin n) :
    (metricTensor A)⁻¹ i i = vecLength (B i) ^ 2 := by
  have hAB : A * B = 1 := mul_eq_one_comm.mp hB
  have hinv : (metricTensor A)⁻¹ = B * Bᵀ := by
    apply Matrix.inv_eq_right_inv
    unfold metricTensor
    calc Aᵀ * A * (B * Bᵀ) = Aᵀ * (A * B) * Bᵀ := by simp only [Matrix.mul_assoc]
      _ = 1 := by
        rw [hAB, Matrix.mul_one, ← Matrix.transpose_mul, hB, Matrix.transpose_one]
  rw [hinv, vecLength_sq]
  simp only [Matrix.mul_apply, dotProduct, Matrix.transpose_apply]

/-- The square of each index of a lattice vector is at most the matching diagonal entry of the
inverse metric tensor times the squared length of the vector. -/
theorem index_sq_le {A : Matrix (Fin n) (Fin n) ℝ} (hA : A.det ≠ 0)
    (m : Fin n → ℤ) (i : Fin n) :
    (m i : ℝ) ^ 2 ≤ (metricTensor A)⁻¹ i i * vecLength (latticeVector A m) ^ 2 := by
  have hB : A⁻¹ * A = 1 := Matrix.nonsing_inv_mul A (isUnit_iff_ne_zero.mpr hA)
  -- the index is the dot product with a reciprocal basis vector
  have h : A⁻¹ *ᵥ latticeVector A m = fun i => (m i : ℝ) := by
    unfold latticeVector
    rw [Matrix.mulVec_mulVec, hB, Matrix.one_mulVec]
  have key : (m i : ℝ) = ∑ j, A⁻¹ i j * latticeVector A m j := (congrFun h i).symm
  -- Cauchy-Schwarz
  have cs := Finset.sum_mul_sq_le_sq_mul_sq Finset.univ (A⁻¹ i) (latticeVector A m)
  rw [inverse_metric_diag hB i, vecLength_sq, vecLength_sq, key]
  simpa only [dotProduct, sq] using cs

/-- For an invertible cell matrix, only finitely many integer vectors give a lattice vector
of length at most `r`. -/
theorem finite_length_le {A : Matrix (Fin n) (Fin n) ℝ} (hA : A.det ≠ 0) (r : ℝ) :
    {m : Fin n → ℤ | vecLength (latticeVector A m) ≤ r}.Finite := by
  have hB : A⁻¹ * A = 1 := Matrix.nonsing_inv_mul A (isUnit_iff_ne_zero.mpr hA)
  obtain ⟨K, hK⟩ : ∃ K : Fin n → ℤ, ∀ i, (metricTensor A)⁻¹ i i * r ^ 2 ≤ (K i : ℝ) :=
    ⟨fun i => ⌈(metricTensor A)⁻¹ i i * r ^ 2⌉, fun i => Int.le_ceil _⟩
  have hz : ∀ z : ℤ, z ≤ z ^ 2 := by
    intro z
    rcases le_or_gt z 0 with h | h <;> nlinarith [sq_nonneg z, sq_nonneg (z - 1)]
  -- all admissible indices lie in a finite box
  have hbox : ∀ m : Fin n → ℤ, vecLength (latticeVector A m) ≤ r → ∀ i, m i ^ 2 ≤ K i := by
    intro m hm i
    have h2 : vecLength (latticeVector A m) ^ 2 ≤ r ^ 2 :=
      pow_le_pow_left₀ (Real.sqrt_nonneg _) hm 2
    have hG : 0 ≤ (metricTensor A)⁻¹ i i := by
      rw [inverse_metric_diag hB i]
      exact sq_nonneg _
    have h3 : (m i : ℝ) ^ 2 ≤ (K i : ℝ) :=
      ((index_sq_le hA m i).trans (mul_le_mul_of_nonneg_left h2 hG)).trans (hK i)
    exact_mod_cast h3
  refine (Set.finite_Icc (fun i => -K i) K).subset fun m hm => ⟨fun i => ?_, fun i => ?_⟩
  · have h1 := hbox m hm i
    have h2 := hz (-m i)
    rw [neg_sq] at h2
    show -K i ≤ m i
    linarith
  · exact (hz (m i)).trans (hbox m hm i)

end

end ShortestLatticeVector
```

The error:

```
Main.lean:61:57: error: (deterministic) timeout at `whnf`, maximum number of heartbeats (200000) has been reached

Note: Use `set_option maxHeartbeats <num>` to set the limit.

Hint: Additional diagnostic information may be available using the `set_option diagnostics true` command.
```

Diagnosis. The error is a timeout, so Lean did not find the step false. It ran out of heartbeats in `whnf`, the reduction of terms to weak head normal form, at `Int.le_ceil _` in the construction of `K`. There Lean had to fit the general inequality `x ≤ ⌈x⌉` to a goal whose left side is `(metricTensor A)⁻¹ i i * r ^ 2` and whose right side is the function just supplied for `K`, applied to `i` and cast to the reals. The message doesn't say which term was costly to reduce.

The repair first proves, as `hceil`, that every real `x` has an integer above it. Here `x` is a variable, so `Int.le_ceil x` is checked with no matrix in sight. `hex` then applies `hceil` to each diagonal bound, where the integer is only asserted to exist and no ceiling has to be matched. `choose` collects these integers into the function `K` with the same property `hK` as before, so the rest of the proof stands. The changed comment is mere tidying.

The change, after which it compiles:

```diff
@@ -58,10 +58,12 @@
     {m : Fin n → ℤ | vecLength (latticeVector A m) ≤ r}.Finite := by
   have hB : A⁻¹ * A = 1 := Matrix.nonsing_inv_mul A (isUnit_iff_ne_zero.mpr hA)
-  obtain ⟨K, hK⟩ : ∃ K : Fin n → ℤ, ∀ i, (metricTensor A)⁻¹ i i * r ^ 2 ≤ (K i : ℝ) :=
-    ⟨fun i => ⌈(metricTensor A)⁻¹ i i * r ^ 2⌉, fun i => Int.le_ceil _⟩
+  have hceil : ∀ x : ℝ, ∃ k : ℤ, x ≤ (k : ℝ) := fun x => ⟨⌈x⌉, Int.le_ceil x⟩
+  have hex : ∀ i : Fin n, ∃ k : ℤ, (metricTensor A)⁻¹ i i * r ^ 2 ≤ (k : ℝ) :=
+    fun i => hceil ((metricTensor A)⁻¹ i i * r ^ 2)
+  choose K hK using hex
   have hz : ∀ z : ℤ, z ≤ z ^ 2 := by
     intro z
     rcases le_or_gt z 0 with h | h <;> nlinarith [sq_nonneg z, sq_nonneg (z - 1)]
-  -- all admissible indices lie in a finite box
+  -- the squares of all admissible indices are bounded by the integers `K i`
   have hbox : ∀ m : Fin n → ℤ, vecLength (latticeVector A m) ≤ r → ∀ i, m i ^ 2 ≤ K i := by
     intro m hm i
```
